# With frozen orbitals, a DFT-1/2 correction shifts the gap by at most half its range of values times the summed absolute density difference

## A check before the corrected run

When a DFT-1/2 calculation is set up, one chooses the atoms whose half-ionised potentials supply the correction. Before the corrected run, one can take the densities of the valence and conduction edges from the uncorrected calculation, each scaled to sum to one over the grid, sum their absolute difference, and multiply by half the range of the correction potential, meaning its largest value minus its smallest. The resulting number bounds the opening of the gap to first order, that is, with the orbitals held fixed. If it is far smaller than the gap error to be repaired, any substantial improvement must come from the response of the orbitals.

The correction potential $W$ is built from the difference between the potentials of the neutral and the half-ionised atom, usually trimmed at some radius and summed over the chosen atoms. It is subtracted from the Hamiltonian, so a positive $W$ lowers the levels that have weight where $W$ is large. The gap opens when the valence edge is lowered more than the conduction edge. With the orbitals held fixed, this requires the two densities to differ.

## How far a frozen level moves

Let $i$ run over a finite set of grid points. An orbital is a complex vector $\psi$ with components $\psi_i$, and its density is $n_i = |\psi_i|^2$. The volume element is absorbed into the components, so that normalisation reads $\sum_i n_i = 1$. For a Hamiltonian matrix $H$ the energy expectation value is

$$E_H(\psi) = \mathrm{Re} \sum_{i,j} \psi_i^* H_{ij} \psi_j .$$

The potential $W$ is local, so it enters as a diagonal matrix with real entries $W_i$. Subtracting it from $H$ and keeping $\psi$ fixed gives

$$E_{H-W}(\psi) - E_H(\psi) = -\sum_i \psi_i^* W_i \psi_i = -\sum_i W_i n_i .$$

Write $p$ for the valence density and $q$ for the conduction density. The change of the gap is the conduction shift minus the valence shift:

$$\Delta = -\sum_i W_i q_i + \sum_i W_i p_i = \sum_i W_i (p_i - q_i).$$

## Half the range of the potential

Suppose $a \le W_i \le b$ at every grid point. For a tabulated potential, $a$ and $b$ can be its smallest and largest values. Since both densities carry the same total charge, $\sum_i (p_i - q_i) = 0$, and any constant may be subtracted from $W$ without changing $\Delta$. Physically, a constant potential moves both edges together.

Take the midpoint $m = (a+b)/2$ as the constant. Then

$$\Delta = \sum_i (W_i - m)(p_i - q_i).$$

From $a - m = -(b-a)/2$ and $b - m = (b-a)/2$ it follows that $|W_i - m| \le (b-a)/2$. The triangle inequality now gives

$$|\Delta| \le \sum_i |W_i - m|\,|p_i - q_i| \le \frac{b-a}{2} \sum_i |p_i - q_i| .$$

Equal charge matters here. If $W_i = a = b = 1$ everywhere, the right-hand side is zero, while $\Delta = \sum_i p_i - \sum_i q_i$, which vanishes only when the charges agree.

## The potential that opens the gap most

At each grid point,

$$(W_i - m)(p_i - q_i) \le \frac{b-a}{2} |p_i - q_i| .$$

The sums of the two sides are equal exactly when the two sides agree at every point. There are three cases.

- If $p_i > q_i$, dividing by $p_i - q_i$ gives $W_i - m = (b-a)/2$, so $W_i = b$.
- If $p_i < q_i$, the same division gives $W_i - m = -(b-a)/2$, so $W_i = a$.
- If $p_i = q_i$, both sides are zero and $W_i$ is free.

The full opening is therefore reached exactly by potentials that are as large as allowed where the valence density dominates and as small as allowed where the conduction density dominates. For $a \le b$, a potential with the value $b$ where $p_i > q_i$ and $a$ elsewhere does this, so the bound cannot be improved using only $a$, $b$ and the two densities.

## The bound in terms of shared charge

For two real numbers, $|p_i - q_i| = p_i + q_i - 2\min(p_i, q_i)$. When each density sums to one, summing over the grid gives

$$\sum_i |p_i - q_i| = 2 - 2S, \qquad S = \sum_i \min(p_i, q_i),$$

and the bound becomes $|\Delta| \le (b-a)(1 - S)$. For non-negative densities, $S$ is the fraction of charge that the two edges share point by point. Edges that share nearly all of it are moved apart at first order by at most a small fraction of the range $b-a$.

## Grid functions and matrices in Lean

The grid is a finite type `ι`. Potentials and densities are functions `ι → ℝ`, orbitals are functions `ι → ℂ`, and the Hamiltonian is a `Matrix ι ι ℂ`. The definitions fix the signs: `levelShift W n` is minus the sum of $W_i n_i$, because $W$ is subtracted, and `gapShift W p q` takes the valence density before the conduction density, so a positive value means that the gap opens.

The central theorem, `abs_gapShift_le`, has two hypotheses: `hW` states the range of the potential and `hpq` states equal total charge. It asks neither for unit charge nor for non-negative densities. `gapShift_eq_bound_iff` characterises the full opening under the same hypotheses, and `stepPotential_attains` supplies a potential that achieves it, with `a ≤ b` as an additional assumption. `abs_gapShift_le_unshared` assumes that both densities sum to one.

The last theorem, `abs_orbital_gap_change_le`, starts from orbitals `v` (valence) and `c` (conduction), whose normalisation is stated by `hv` and `hc`. It bounds the change in the difference of their energy expectation values when the diagonal matrix of `W` is subtracted from `H`. The matrix need not be Hermitian, since `energy` takes a real part, and the orbitals need not be eigenvectors. In the physical application $H$ is Hermitian and `v` and `c` are its band-edge eigenvectors; for non-degenerate levels, the change of the expectation value is then the first-order shift of the eigenvalue.

The model leaves out orbital relaxation, self-consistency and non-local corrections. Relaxation can matter even when the bound is zero. Take two sites coupled by $-t$ with $t>0$, whose bonding and antibonding states have identical densities. Subtracting a potential with values $w$ and $-w$ gives no first-order shift, yet the true gap grows from $2t$ to $2\sqrt{t^2 + w^2}$.

## The complete file

```lean
import Mathlib

open Matrix

namespace HalfIonizationGapBound

noncomputable section

variable {ι : Type*} [Fintype ι]

/-- First-order shift of a level with density `n` when the correction potential `W` is
subtracted from the Hamiltonian. -/
def levelShift (W n : ι → ℝ) : ℝ := -∑ i, W i * n i

/-- First-order shift of the gap: the shift of the conduction level (density `q`) minus that
of the valence level (density `p`). -/
def gapShift (W p q : ι → ℝ) : ℝ := levelShift W q - levelShift W p

/-- The density of an orbital on the grid. -/
def density (ψ : ι → ℂ) (i : ι) : ℝ := Complex.normSq (ψ i)

/-- The real part of `ψ† H ψ`. For a normalised orbital `ψ` this is the real part of the expectation
value of `H`. -/
def energy (H : Matrix ι ι ℂ) (ψ : ι → ℂ) : ℝ := (star ψ ⬝ᵥ (H *ᵥ ψ)).re

/-- The potential that equals `b` where the valence density exceeds the conduction density,
and `a` elsewhere. -/
def stepPotential (a b : ℝ) (p q : ι → ℝ) (i : ι) : ℝ := if q i < p i then b else a

/-- The gap shift is the correction potential summed against the density difference. -/
theorem gapShift_eq_sum (W p q : ι → ℝ) :
    gapShift W p q = ∑ i, W i * (p i - q i) := by
  simp only [gapShift, levelShift, mul_sub, Finset.sum_sub_distrib]
  ring

/-- For densities of equal total charge, subtracting a constant from the potential leaves the
gap shift unchanged. -/
theorem gapShift_eq_sum_centred (W p q : ι → ℝ) (c : ℝ) (hpq : ∑ i, p i = ∑ i, q i) :
    gapShift W p q = ∑ i, (W i - c) * (p i - q i) := by
  have h0 : ∑ i, (p i - q i) = 0 := by
    rw [Finset.sum_sub_distrib, hpq, sub_self]
  have h1 : ∑ i, (W i - c) * (p i - q i)
      = ∑ i, W i * (p i - q i) - c * ∑ i, (p i - q i) := by
    rw [Finset.mul_sum, ← Finset.sum_sub_distrib]
    exact Finset.sum_congr rfl fun i _ => by ring
  rw [h1, h0, gapShift_eq_sum]
  ring

/-- A value `w` between `a` and `b`, measured from the midpoint, contributes at most half the
range times the size of the density difference `d`. -/
theorem abs_centred_mul_le {a b w : ℝ} (hw : a ≤ w ∧ w ≤ b) (d : ℝ) :
    |(w - (a + b) / 2) * d| ≤ (b - a) / 2 * |d| := by
  rw [abs_mul]
  have h : |w - (a + b) / 2| ≤ (b - a) / 2 :=
    abs_le.2 ⟨by linarith [hw.1], by linarith [hw.2]⟩
  exact mul_le_mul_of_nonneg_right h (abs_nonneg d)

/-- For densities of equal total charge and a potential with values between `a` and `b`, the
gap shift is at most `(b - a) / 2` times the summed absolute density difference. -/
theorem abs_gapShift_le {a b : ℝ} {W p q : ι → ℝ} (hW : ∀ i, a ≤ W i ∧ W i ≤ b)
    (hpq : ∑ i, p i = ∑ i, q i) :
    |gapShift W p q| ≤ (b - a) / 2 * ∑ i, |p i - q i| := by
  -- measure the potential from the middle of its range
  rw [gapShift_eq_sum_centred W p q ((a + b) / 2) hpq, Finset.mul_sum]
  exact (Finset.abs_sum_le_sum_abs _ _).trans
    (Finset.sum_le_sum fun i _ => abs_centred_mul_le (hW i) _)

/-- For densities of equal total charge and a potential between `a` and `b`, the gap opens by
the full bound exactly when the potential is `b` wherever the valence density is larger and
`a` wherever the conduction density is larger. -/
theorem gapShift_eq_bound_iff {a b : ℝ} {W p q : ι → ℝ} (hW : ∀ i, a ≤ W i ∧ W i ≤ b)
    (hpq : ∑ i, p i = ∑ i, q i) :
    gapShift W p q = (b - a) / 2 * ∑ i, |p i - q i| ↔
      ∀ i, (q i < p i → W i = b) ∧ (p i < q i → W i = a) := by
  rw [gapShift_eq_sum_centred W p q ((a + b) / 2) hpq, Finset.mul_sum,
    Finset.sum_eq_sum_iff_of_le
      (fun i _ => (le_abs_self _).trans (abs_centred_mul_le (hW i) _))]
  simp only [Finset.mem_univ, true_imp_iff]
  -- equality of the sums is equality at every grid point
  refine forall_congr' fun i => ?_
  rcases lt_trichotomy (p i) (q i) with h | h | h
  · rw [abs_of_neg (sub_neg.2 h)]
    constructor
    · intro e
      have h2 : (W i - a) * (p i - q i) = 0 := by linear_combination e
      have h3 := (mul_eq_zero.1 h2).resolve_right (sub_neg.2 h).ne
      exact ⟨fun h' => absurd h' (not_lt_of_ge h.le), fun _ => by linarith⟩
    · intro e
      rw [e.2 h]
      ring
  · simp [h]
  · rw [abs_of_pos (sub_pos.2 h)]
    constructor
    · intro e
      have h2 : (W i - b) * (p i - q i) = 0 := by linear_combination e
      have h3 := (mul_eq_zero.1 h2).resolve_right (sub_pos.2 h).ne'
      exact ⟨fun _ => by linarith, fun h' => absurd h' (not_lt_of_ge h.le)⟩
    · intro e
      rw [e.1 h]
      ring

/-- The bound is sharp: for `a ≤ b` and densities of equal total charge, the step potential
stays between `a` and `b` and opens the gap by the full bound. -/
theorem stepPotential_attains {a b : ℝ} (hab : a ≤ b) {p q : ι → ℝ}
    (hpq : ∑ i, p i = ∑ i, q i) :
    (∀ i, a ≤ stepPotential a b p q i ∧ stepPotential a b p q i ≤ b) ∧
      gapShift (stepPotential a b p q) p q = (b - a) / 2 * ∑ i, |p i - q i| := by
  have hW : ∀ i, a ≤ stepPotential a b p q i ∧ stepPotential a b p q i ≤ b := by
    intro i
    unfold stepPotential
    split_ifs
    · exact ⟨hab, le_rfl⟩
    · exact ⟨le_rfl, hab⟩
  refine ⟨hW, (gapShift_eq_bound_iff hW hpq).2 fun i => ⟨fun h => ?_, fun h => ?_⟩⟩
  · exact if_pos h
  · exact if_neg (not_lt_of_ge h.le)

/-- For densities that each sum to one and a potential between `a` and `b`, the gap shift is at most
`b - a` times one minus the sum of the pointwise minima of the two densities. -/
theorem abs_gapShift_le_unshared {a b : ℝ} {W p q : ι → ℝ}
    (hW : ∀ i, a ≤ W i ∧ W i ≤ b) (hp : ∑ i, p i = 1) (hq : ∑ i, q i = 1) :
    |gapShift W p q| ≤ (b - a) * (1 - ∑ i, min (p i) (q i)) := by
  have h1 : ∑ i, |p i - q i| = ∑ i, (p i + q i - 2 * min (p i) (q i)) := by
    refine Finset.sum_congr rfl fun i _ => ?_
    rcases le_total (p i) (q i) with h | h
    · rw [min_eq_left h, abs_of_nonpos (sub_nonpos.2 h)]
      ring
    · rw [min_eq_right h, abs_of_nonneg (sub_nonneg.2 h)]
      ring
  rw [Finset.sum_sub_distrib, Finset.sum_add_distrib, ← Finset.mul_sum, hp, hq] at h1
  have h2 := abs_gapShift_le hW (hp.trans hq.symm)
  rw [h1] at h2
  linarith

/-- Subtracting the potential `W` from the Hamiltonian changes `energy` for a fixed vector `ψ` by
the level shift of its density. -/
theorem energy_sub_potential [DecidableEq ι] (H : Matrix ι ι ℂ) (W : ι → ℝ) (ψ : ι → ℂ) :
    energy (H - diagonal fun i => (W i : ℂ)) ψ = energy H ψ + levelShift W (density ψ) := by
  have h : (star ψ ⬝ᵥ ((diagonal fun i => (W i : ℂ)) *ᵥ ψ)).re
      = ∑ i, W i * density ψ i := by
    simp only [dotProduct, Matrix.mulVec_diagonal, Pi.star_apply, Complex.re_sum]
    refine Finset.sum_congr rfl fun i _ => ?_
    simp [density, Complex.normSq_apply]
    ring
  unfold energy levelShift
  rw [Matrix.sub_mulVec, dotProduct_sub, Complex.sub_re, h]
  ring

/-- For normalised valence and conduction orbitals `v` and `c`, held fixed, subtracting a
potential between `a` and `b` changes the difference of their energy expectation values by at
most `(b - a) / 2` times the summed absolute difference of their densities. -/
theorem abs_orbital_gap_change_le [DecidableEq ι] (H : Matrix ι ι ℂ) {a b : ℝ} {W : ι → ℝ}
    {v c : ι → ℂ} (hW : ∀ i, a ≤ W i ∧ W i ≤ b)
    (hv : ∑ i, density v i = 1) (hc : ∑ i, density c i = 1) :
    |(energy (H - diagonal fun i => (W i : ℂ)) c - energy (H - diagonal fun i => (W i : ℂ)) v)
        - (energy H c - energy H v)|
      ≤ (b - a) / 2 * ∑ i, |density v i - density c i| := by
  have h : (energy (H - diagonal fun i => (W i : ℂ)) c
      - energy (H - diagonal fun i => (W i : ℂ)) v) - (energy H c - energy H v)
      = gapShift W (density v) (density c) := by
    rw [energy_sub_potential, energy_sub_potential, gapShift]
    ring
  rw [h]
  exact abs_gapShift_le hW (hv.trans hc.symm)

end

end HalfIonizationGapBound
```

```lean
#print axioms HalfIonizationGapBound.abs_gapShift_le
#print axioms HalfIonizationGapBound.stepPotential_attains
#print axioms HalfIonizationGapBound.abs_gapShift_le_unshared
#print axioms HalfIonizationGapBound.abs_orbital_gap_change_le
```

```
'HalfIonizationGapBound.abs_gapShift_le' depends on axioms: [propext, Classical.choice, Quot.sound]
'HalfIonizationGapBound.stepPotential_attains' depends on axioms: [propext, Classical.choice, Quot.sound]
'HalfIonizationGapBound.abs_gapShift_le_unshared' depends on axioms: [propext, Classical.choice, Quot.sound]
'HalfIonizationGapBound.abs_orbital_gap_change_le' depends on axioms: [propext, Classical.choice, Quot.sound]
```

## From one grid point to the sum

`gapShift_eq_sum` expands the two level shifts and collects them into $\sum_i W_i(p_i - q_i)$. `gapShift_eq_sum_centred` then subtracts an arbitrary constant `c`. Inside it, `h0` says that the density difference sums to zero, and `h1` splits the centred sum into the original sum minus `c` times that zero.

The estimate at a single grid point is `abs_centred_mul_le`. It factors the absolute value of the product with `abs_mul`, bounds the distance of `w` from the midpoint by two linear inequalities, and multiplies by the non-negative number `|d|`.

`abs_gapShift_le` puts these together. It rewrites the gap shift with the constant `(a + b) / 2`, applies the triangle inequality for finite sums, `Finset.abs_sum_le_sum_abs`, and then uses the pointwise estimate in every term.

## Equality at every point

For `gapShift_eq_bound_iff`, the main tool is `Finset.sum_eq_sum_iff_of_le`: if each term of one sum is at most the matching term of another, the sums are equal exactly when all the terms are. The required termwise inequality is the pointwise estimate, combined with the fact that a number is at most its absolute value.

The proof then works at a fixed point and uses `lt_trichotomy` to separate the three cases of the derivation. Where the conduction density is larger, the equality is rearranged into $(W_i - a)(p_i - q_i) = 0$. The second factor is non-zero, so $W_i = a$. Where the valence density is larger, the same argument with $b$ in place of $a$ gives $W_i = b$. In both cases the converse follows by substituting the value of $W_i$. Where the densities agree, `simp` reduces both sides to true statements.

`stepPotential_attains` first checks the range of the step potential by looking at its two branches. It then uses the equivalence from right to left: the potential has the required value wherever the densities differ, so the gap opens by the full bound.

## Shared charge and orbitals

In `abs_gapShift_le_unshared`, the step `h1` proves the identity for $|p_i - q_i|$ by distinguishing which density is smaller. The two normalisation conditions turn its sum into $2 - 2S$, and inserting this into the general bound gives the result.

`energy_sub_potential` is the expectation-value calculation. Its step `h` shows that the diagonal matrix contributes $\sum_i W_i |\psi_i|^2$, and linearity in the matrix then produces the level shift. `abs_orbital_gap_change_le` applies this to both orbitals. The terms with the original Hamiltonian cancel, the remainder is `gapShift W (density v) (density c)`, and the bound for densities finishes the proof, with equal charge supplied by the two normalisations.
